# The lowest interaction energy of real N-electron determinants in a finite basis is attained

The theorem says that among the real density matrices of `N` electrons in a finite orthonormal basis of spin orbitals, at least one has the lowest Hartree-Fock interaction energy tr(D(J(D) − K(D)))/2, so that the infimum `minEnergy g N` is a minimum. A density here is a symmetric, idempotent matrix of trace `N`, with `N` at most the number of spin orbitals in the basis. The energy has no one-electron term, and the two-electron integrals `g` may be any real numbers. The proof is by compactness: the densities form a closed subset of a bounded box, the energy is continuous, and occupying `N` of the basis spin orbitals shows that a density exists.

An attempt in Lean 4 with a fault in it:

```lean
import Mathlib

open Matrix

namespace MinEnergyIsLeast

noncomputable section

variable {ι : Type*} [Fintype ι]

/-- The Coulomb matrix `J(D)`, with entries `∑ (pq|rs) D_rs`. -/
def coulomb (g : ι → ι → ι → ι → ℝ) (D : Matrix ι ι ℝ) : Matrix ι ι ℝ :=
  Matrix.of fun p q => ∑ r, ∑ s, g p q r s * D r s

/-- The exchange matrix `K(D)`, with entries `∑ (pr|qs) D_rs`. -/
def exchange (g : ι → ι → ι → ι → ℝ) (D : Matrix ι ι ℝ) : Matrix ι ι ℝ :=
  Matrix.of fun p q => ∑ r, ∑ s, g p r q s * D r s

/-- The Hartree-Fock interaction energy `tr(D(J(D) - K(D)))/2`. -/
def energy (g : ι → ι → ι → ι → ℝ) (D : Matrix ι ι ℝ) : ℝ :=
  (D * (coulomb g D - exchange g D)).trace / 2

/-- `D` is a density matrix of `N` electrons: symmetric, idempotent and of trace `N`. -/
def IsDensity (D : Matrix ι ι ℝ) (N : ℕ) : Prop :=
  Dᵀ = D ∧ D * D = D ∧ D.trace = N

/-- The lowest interaction energy of a real `N`-electron determinant, for `N` up to the number of
basis functions. -/
def minEnergy (g : ι → ι → ι → ι → ℝ) (N : ℕ) : ℝ :=
  sInf (energy g '' {D | IsDensity D N})

/-- The mean field `J(D) - K(D)` as a linear map of the density matrix. -/
def meanField (g : ι → ι → ι → ι → ℝ) : Matrix ι ι ℝ →ₗ[ℝ] Matrix ι ι ℝ where
  toFun D := coulomb g D - exchange g D
  map_add' A B := by
    ext p q
    simp only [coulomb, exchange, Matrix.sub_apply, Matrix.add_apply, Matrix.of_apply,
      mul_add, Finset.sum_add_distrib]
    ring
  map_smul' c A := by
    ext p q
    simp only [coulomb, exchange, Matrix.sub_apply, Matrix.smul_apply, Matrix.of_apply,
      smul_eq_mul, RingHom.id_apply, mul_sub, Finset.mul_sum]
    congr 1 <;>
      exact Finset.sum_congr rfl fun r _ => Finset.sum_congr rfl fun s _ => by ring

/-- Column `k` of a density matrix has squared length `D_kk`, which bounds its squared entries. -/
theorem column_sq {D : Matrix ι ι ℝ} {N : ℕ} (hD : IsDensity D N) (k : ι) :
    ∑ i, D i k ^ 2 = D k k ∧ ∀ i, D i k ^ 2 ≤ D k k := by
  have h : ∑ i, D i k ^ 2 = D k k := by
    have h := congrFun (congrFun hD.2.1 k) k
    rw [Matrix.mul_apply] at h
    refine Eq.trans (Finset.sum_congr rfl fun i _ => ?_) h
    have hs : D i k = D k i := congrFun (congrFun hD.1 k) i
    linear_combination D i k * hs
  refine ⟨h, fun i => le_of_le_of_eq ?_ h⟩
  exact Finset.single_le_sum (f := fun i => D i k ^ 2) (fun _ _ => sq_nonneg _)
    (Finset.mem_univ i)

/-- For `N` up to the number of basis functions the lowest interaction energy is attained by a
density of `N` electrons. -/
theorem minEnergy_isLeast (g : ι → ι → ι → ι → ℝ) {N : ℕ} (hN : N ≤ Fintype.card ι) :
    IsLeast (energy g '' {D | IsDensity D N}) (minEnergy g N) := by
  classical
  have hset : {D : Matrix ι ι ℝ | IsDensity D N} =
      {D | Dᵀ = D} ∩ ({D | D * D = D} ∩ {D | D.trace = N}) :=
    Set.ext fun D => ⟨fun h => ⟨h.1, h.2, h.3⟩, fun h => ⟨h.1, h.2.1, h.2.2⟩⟩
  have hclosed : IsClosed {D : Matrix ι ι ℝ | IsDensity D N} := by
    rw [hset]
    exact (isClosed_eq continuous_id.matrix_transpose continuous_id).inter
      ((isClosed_eq (continuous_id.matrix_mul continuous_id) continuous_id).inter
        (isClosed_eq continuous_id.matrix_trace continuous_const))
  -- the densities form a closed subset of a box
  have hbox : IsCompact (Set.pi Set.univ fun _ : ι => Set.pi Set.univ fun _ : ι =>
      Set.Icc (-((N : ℝ) + 1)) ((N : ℝ) + 1)) :=
    isCompact_univ_pi fun _ => isCompact_univ_pi fun _ => isCompact_Icc
  have hcompact : IsCompact {D : Matrix ι ι ℝ | IsDensity D N} := by
    refine IsCompact.of_isClosed_subset (X := Matrix ι ι ℝ) hbox hclosed ?_
    intro D hD i _ j _
    have h := entry_sq_le hD i j
    have h0 : (0 : ℝ) ≤ N := Nat.cast_nonneg N
    constructor <;> nlinarith [sq_nonneg (D i j - 1), sq_nonneg (D i j + 1)]
  have hcont : Continuous (energy g) :=
    ((continuous_id.matrix_mul
      (meanField g).continuous_of_finiteDimensional).matrix_trace).div_const 2
  -- occupying N basis functions gives a density
  obtain ⟨s, _, hs⟩ := Finset.exists_subset_card_eq (s := (Finset.univ : Finset ι)) (n := N)
    (by simpa using hN)
  have hne : {D : Matrix ι ι ℝ | IsDensity D N}.Nonempty :=
    ⟨Matrix.diagonal fun i => if i ∈ s then 1 else 0, Matrix.diagonal_transpose _,
      by simp [Matrix.diagonal_mul_diagonal], by simp [Matrix.trace_diagonal, hs]⟩
  exact (hcompact.image hcont).isLeast_sInf (hne.image _)

end

end MinEnergyIsLeast
```

Compiling this gives:

```
Main.lean:67:31: error: Invalid `⟨...⟩` notation: The expected type of this term could not be determined
Main.lean:67:58: error: Invalid projection: Type of
  h
is not known; cannot resolve projection `1`
Main.lean:67:63: error: Invalid projection: Type of
  h
is not known; cannot resolve projection `2`
Main.lean:67:70: error: Invalid projection: Type of
  h
is not known; cannot resolve projection `2`
Main.lean:66:6: error: Type mismatch
  {D | Dᵀ = D} ∩ ({D | D * D = D} ∩ {D | D.trace = N})
has type
  Set (Matrix ?m.48 ?m.48 ℕ)
but is expected to have type
  Set (Matrix ι ι ℝ)
```

The sets on the right of `hset` bind `D` without giving its type. Since `N` is a natural number, Lean read `D.trace = N` as an equation in ℕ and made `D` a matrix of naturals, while the left side has real matrices. This is the type mismatch. The other four messages follow from it: with the right side unsettled, Lean knew neither what the first inner `⟨...⟩` should prove nor what the second `h` was.

The repair drops `hset`. It was not needed, because the intersection of the three closed sets is the set of densities by definition, and `hclosed` can take the proof directly. Giving `D` its type would not have been enough, as `h.3` asks for a third part of a conjunction that has only two, `h.1` and `h.2`.

The file also calls `entry_sq_le`, which it never declares. No message mentions it because the proof stopped at `hset`. The repair uses `column_sq` instead, which gives `D i j ^ 2 ≤ D j j` and, for `i = j`, `D j j ≤ 1`. Every entry therefore lies between −1 and 1. Shrinking the box to match is tidying, as the old one would also have held these entries.

Fix (accepted with no message):

```diff
@@ -63,22 +63,18 @@
     IsLeast (energy g '' {D | IsDensity D N}) (minEnergy g N) := by
   classical
-  have hset : {D : Matrix ι ι ℝ | IsDensity D N} =
-      {D | Dᵀ = D} ∩ ({D | D * D = D} ∩ {D | D.trace = N}) :=
-    Set.ext fun D => ⟨fun h => ⟨h.1, h.2, h.3⟩, fun h => ⟨h.1, h.2.1, h.2.2⟩⟩
-  have hclosed : IsClosed {D : Matrix ι ι ℝ | IsDensity D N} := by
-    rw [hset]
-    exact (isClosed_eq continuous_id.matrix_transpose continuous_id).inter
+  have hclosed : IsClosed {D : Matrix ι ι ℝ | IsDensity D N} :=
+    (isClosed_eq continuous_id.matrix_transpose continuous_id).inter
       ((isClosed_eq (continuous_id.matrix_mul continuous_id) continuous_id).inter
         (isClosed_eq continuous_id.matrix_trace continuous_const))
   -- the densities form a closed subset of a box
   have hbox : IsCompact (Set.pi Set.univ fun _ : ι => Set.pi Set.univ fun _ : ι =>
-      Set.Icc (-((N : ℝ) + 1)) ((N : ℝ) + 1)) :=
+      Set.Icc (-1 : ℝ) 1) :=
     isCompact_univ_pi fun _ => isCompact_univ_pi fun _ => isCompact_Icc
   have hcompact : IsCompact {D : Matrix ι ι ℝ | IsDensity D N} := by
     refine IsCompact.of_isClosed_subset (X := Matrix ι ι ℝ) hbox hclosed ?_
     intro D hD i _ j _
-    have h := entry_sq_le hD i j
-    have h0 : (0 : ℝ) ≤ N := Nat.cast_nonneg N
-    constructor <;> nlinarith [sq_nonneg (D i j - 1), sq_nonneg (D i j + 1)]
+    have h := (column_sq hD j).2 i
+    have h1 : D j j ≤ 1 := by nlinarith [(column_sq hD j).2 j]
+    constructor <;> nlinarith
   have hcont : Continuous (energy g) :=
     ((continuous_id.matrix_mul
```
